# A positive semidefinite bath interaction, with no site–bath interaction, never lowers the Hubbard U from scalar inversion

The interaction is taken to be block diagonal: the localized site has its own parameter \(U\), the remaining orbitals (the bath) have an interaction matrix \(W\), and no interaction element joins the two. Site and bath still influence each other through the bare response. If the bare response is stable, \(U\ge 0\) and \(W\) is positive semidefinite, scalar inversion then never underestimates \(U\).

## The bound and its equality condition

Let the site have index 0 and let the bath have finitely many orbitals. The static bare density response is \(\chi_0=-A^{-1}\), where

\[
A=\begin{pmatrix} a & b^T\\ b & B\end{pmatrix},\qquad
K=\begin{pmatrix} U & 0\\ 0 & W\end{pmatrix},\qquad
\chi=-(A+K)^{-1}.
\]

Here \(a\) is the site entry of the inverse bare response up to sign, \(b\) the site–bath coupling, \(B\) the bath block, \(K\) the interaction and \(\chi\) the interacting response. Assume that \(A\) is real, symmetric and positive definite, that \(U\ge 0\), and that \(W\) is symmetric and positive semidefinite. Scalar inversion uses only the two on-site responses:

\[
U_{\mathrm{sc}}=\frac{1}{(\chi_0)_{00}}-\frac{1}{\chi_{00}} .
\]

The result is

\[
U_{\mathrm{sc}}\ge U,\qquad U_{\mathrm{sc}}=U \iff W B^{-1}b=0 .
\]

Inverting the full matrices instead gives \(\chi_0^{-1}-\chi^{-1}=-A+(A+K)=K\), which contains \(U\) as its site entry. That identity needs only that \(A\) and \(A+K\) are invertible.

The equality condition has a direct reading. In the bare response to a potential on the site, the occupation change of bath orbital \(i\) is \(-(B^{-1}b)_i\) times the occupation change of the site. The estimate is exact when this bath rearrangement generates no interaction potential in the bath.

## Where the on-site responses enter a calculation

A linear-response calculation of \(U\) shifts the potential on one localized site by a small amount \(\alpha\) and records the change in its occupation. In practice the site is usually a whole atomic shell, such as the d orbitals of one atom, shifted together and described by its total occupation; it then counts as one orbital in the matrices above. With the Hartree and exchange–correlation potential held fixed, the slope is \((\chi_0)_{00}\). After self-consistency it is \(\chi_{00}\). A code that subtracts the reciprocals of these two numbers performs scalar inversion. A code that also records the occupations of the other orbitals, and perturbs each of them in turn, can assemble both matrices and invert them. In density functional perturbation theory the same matrix elements come from linear-response equations instead of finite shifts.

Under the assumptions of the previous section, the bound says that the cheaper procedure, when it is not exact, errs towards a larger \(U\), and hence towards a stronger Hubbard correction in a subsequent DFT+U calculation.

## Eliminating the bath from both responses

Let \(x\) solve \(Bx=b\). This is possible because a principal block of a positive definite matrix is positive definite. Apply \(A\) to the vector with site entry 1 and bath entries \(-x\):

\[
A\begin{pmatrix}1\\-x\end{pmatrix}
=\begin{pmatrix}a-b\cdot x\\ b-Bx\end{pmatrix}
=\begin{pmatrix}s\\0\end{pmatrix},\qquad s=a-b\cdot x .
\]

Multiplying by \(A^{-1}\) and reading off the site entry gives \(1=(A^{-1})_{00}\,s\), so

\[
\frac{1}{(A^{-1})_{00}}=a-b\cdot x .
\]

The matrix \(A+K\) is positive definite too, and has the same form with \(a+U\) in place of \(a\) and \(B+W\) in place of \(B\). Let \(y\) solve \((B+W)y=b\). Then

\[
\frac{1}{((A+K)^{-1})_{00}}=a+U-b\cdot y .
\]

Since both responses carry a minus sign,

\[
U_{\mathrm{sc}}=(a+U-b\cdot y)-(a-b\cdot x)=U+b\cdot x-b\cdot y .
\]

The excess \(b\cdot x-b\cdot y\) is the bath screening lost when the bath interacts. To find its sign, subtract the two bath equations, which gives \(Wy=B(x-y)\). With \(B\) symmetric,

\[
y\cdot Wy=y\cdot Bx-y\cdot By,
\]
\[
(x-y)\cdot B(x-y)=x\cdot Bx-2\,y\cdot Bx+y\cdot By .
\]

Adding these lines leaves \(x\cdot Bx-y\cdot Bx\), and \(Bx=b\) turns this into

\[
b\cdot x-b\cdot y=y\cdot Wy+(x-y)\cdot B(x-y)\ge 0 .
\]

If the excess is zero, both terms vanish. Positive definiteness of \(B\) then gives \(x=y\), and the interacting bath equation becomes \(Bx+Wx=b\), so \(Wx=0\). Conversely, if \(Wx=0\), then \((B+W)x=b\). The bare solution also solves the interacting equation, and the excess is zero.

### One bath orbital

Write \(B=c\), \(b=\beta\) and \(W=w\), all numbers. Then \(x=\beta/c\), \(y=\beta/(c+w)\), and

\[
U_{\mathrm{sc}}-U=\frac{\beta^2}{c}-\frac{\beta^2}{c+w}=\frac{\beta^2 w}{c(c+w)} .
\]

For \(a=2\), \(\beta=c=w=1\) and \(U=1\), the on-site responses are \((\chi_0)_{00}=-1\) and \(\chi_{00}=-2/5\), so \(U_{\mathrm{sc}}=-1+5/2=3/2\). Setting \(U=0\) and keeping the other values gives \(U_{\mathrm{sc}}=1/2\), although the site has no interaction at all. As \(w\to\infty\) the bath freezes and the excess tends to \(\beta^2/c\). With no bath orbitals, \(U_{\mathrm{sc}}=U\).

## The Lean file

```lean
import Mathlib

open Matrix

namespace HubbardLinearResponse

noncomputable section

variable {n : Type*} [Fintype n] [DecidableEq n]

/-- The block matrix of one localized site and a bath: site entry `a`, site-bath coupling `b`, bath
block `B`. -/
def siteBath (a : ℝ) (b : n → ℝ) (B : Matrix n n ℝ) : Matrix (Unit ⊕ n) (Unit ⊕ n) ℝ :=
  fromBlocks (of fun _ _ => a) (of fun _ j => b j) (of fun i _ => b i) B

/-- The density response `χ = -(A + K)⁻¹` for bare response `-A⁻¹` and interaction `K`, physically
meaningful for invertible `A` and `A + K`; the bare response is the case `K = 0`. -/
def response {m : Type*} [Fintype m] [DecidableEq m] (A K : Matrix m m ℝ) : Matrix m m ℝ :=
  -(A + K)⁻¹

/-- The Hubbard parameter from scalar inversion, `1/χ₀ - 1/χ` with on-site responses only,
physically meaningful when both on-site responses are nonzero. -/
def scalarU (A K : Matrix (Unit ⊕ n) (Unit ⊕ n) ℝ) : ℝ :=
  1 / response A 0 (Sum.inl ()) (Sum.inl ()) - 1 / response A K (Sum.inl ()) (Sum.inl ())

/-- Inverting the full response matrices recovers the interaction exactly,
`χ₀⁻¹ - χ⁻¹ = K`, whenever `A` and `A + K` are invertible. -/
theorem matrix_inversion_exact {m : Type*} [Fintype m] [DecidableEq m] (A K : Matrix m m ℝ)
    (hA : IsUnit A.det) (hK : IsUnit (A + K).det) :
    (response A 0)⁻¹ - (response A K)⁻¹ = K := by
  have key : ∀ M : Matrix m m ℝ, IsUnit M.det → (-M⁻¹)⁻¹ = -M := fun M h =>
    inv_eq_right_inv (by rw [neg_mul_neg, nonsing_inv_mul _ h])
  unfold response
  rw [add_zero, key A hA, key (A + K) hK]
  abel

/-- Eliminating the bath: if the site-bath matrix is invertible and `x` solves `B x = b`,
the inverse of the on-site element of its inverse is `a - b·x`. -/
theorem eliminate_bath {a : ℝ} {b x : n → ℝ} {B : Matrix n n ℝ}
    (hM : IsUnit (siteBath a b B).det) (hx : B *ᵥ x = b) :
    1 / (siteBath a b B)⁻¹ (Sum.inl ()) (Sum.inl ()) = a - b ⬝ᵥ x := by
  obtain ⟨s, hs⟩ : ∃ s, s = a - b ⬝ᵥ x := ⟨_, rfl⟩
  rw [← hs]
  -- the vector (1, -x) is mapped to a multiple of the site vector
  have hv : siteBath a b B *ᵥ Sum.elim (fun _ => 1) (-x) = Sum.elim (fun _ => s) 0 := by
    ext (i | i)
    · simp only [hs, siteBath, mulVec, dotProduct, Fintype.sum_sum_type, fromBlocks_apply₁₁,
        fromBlocks_apply₁₂, of_apply, Sum.elim_inl, Sum.elim_inr, Pi.neg_apply, mul_neg,
        Finset.sum_neg_distrib, Finset.univ_unique, Finset.sum_singleton, mul_one]
      ring
    · have h := congrFun hx i
      simp only [mulVec, dotProduct] at h
      simp only [siteBath, mulVec, dotProduct, Fintype.sum_sum_type, fromBlocks_apply₂₁,
        fromBlocks_apply₂₂, of_apply, Sum.elim_inl, Sum.elim_inr, Pi.neg_apply, mul_neg,
        Finset.sum_neg_distrib, Finset.univ_unique, Finset.sum_singleton, mul_one,
        Pi.zero_apply]
      linarith
  have h : Sum.elim (fun _ => 1) (-x) = (siteBath a b B)⁻¹ *ᵥ Sum.elim (fun _ => s) 0 := by
    rw [← hv, mulVec_mulVec, nonsing_inv_mul _ hM, one_mulVec]
  have h0 : 1 = (siteBath a b B)⁻¹ (Sum.inl ()) (Sum.inl ()) * s := by
    simpa [mulVec, dotProduct, Fintype.sum_sum_type] using congrFun h (Sum.inl ())
  have hm : (siteBath a b B)⁻¹ (Sum.inl ()) (Sum.inl ()) ≠ 0 := by
    intro hz
    rw [hz, zero_mul] at h0
    exact one_ne_zero h0
  rw [div_eq_iff hm]
  linarith

omit [DecidableEq n] in
/-- The bath block of a positive definite site-bath matrix is positive definite. -/
theorem bath_posDef {a : ℝ} {b : n → ℝ} {B : Matrix n n ℝ}
    (hA : (siteBath a b B).PosDef) : B.PosDef := by
  refine posDef_iff_dotProduct_mulVec.2 ⟨IsHermitian.ext fun i j => ?_, ?_⟩
  · simpa [siteBath] using hA.isHermitian.apply (Sum.inr i) (Sum.inr j)
  · intro x hx
    have hne : Sum.elim (0 : Unit → ℝ) x ≠ 0 := fun h =>
      hx (funext fun i => congrFun h (Sum.inr i))
    have h := hA.dotProduct_mulVec_pos hne
    simpa [siteBath, mulVec, dotProduct, Fintype.sum_sum_type] using h

/-- For a positive definite site-bath matrix, `U ≥ 0` and `W` positive semidefinite, scalar
inversion gives `U + b·x - b·y`, where `B x = b` and `(B + W) y = b`. -/
theorem scalarU_eq {a U : ℝ} {b x y : n → ℝ} {B W : Matrix n n ℝ}
    (hA : (siteBath a b B).PosDef) (hU : 0 ≤ U) (hW : W.PosSemidef)
    (hx : B *ᵥ x = b) (hy : (B + W) *ᵥ y = b) :
    scalarU (siteBath a b B) (siteBath U 0 W) = U + b ⬝ᵥ x - b ⬝ᵥ y := by
  have hK : (siteBath U 0 W).PosSemidef := by
    refine PosSemidef.of_dotProduct_mulVec_nonneg (IsHermitian.ext ?_) fun v => ?_
    · rintro (i | i) (j | j)
      · simp [siteBath]
      · simp [siteBath]
      · simp [siteBath]
      · simpa [siteBath] using hW.isHermitian.apply i j
    · have h := hW.dotProduct_mulVec_nonneg (fun i => v (Sum.inr i))
      have key : star v ⬝ᵥ (siteBath U 0 W *ᵥ v) = U * (v (Sum.inl ()) * v (Sum.inl ())) +
          star (fun i => v (Sum.inr i)) ⬝ᵥ (W *ᵥ fun i => v (Sum.inr i)) := by
        simp [siteBath, mulVec, dotProduct, Fintype.sum_sum_type]
        ring
      rw [key]
      exact add_nonneg (mul_nonneg hU (mul_self_nonneg _)) h
  -- the interacting matrix has the same site-bath form
  have hsum : siteBath a b B + siteBath U 0 W = siteBath (a + U) b (B + W) := by
    ext (i | i) (j | j) <;> simp [siteBath]
  have hAK := hA.add_posSemidef hK
  rw [hsum] at hAK
  simp only [scalarU, response, add_zero, hsum, Matrix.neg_apply, one_div_neg_eq_neg_one_div]
  rw [eliminate_bath hA.det_pos.ne'.isUnit hx, eliminate_bath hAK.det_pos.ne'.isUnit hy]
  ring

omit [DecidableEq n] in
/-- For symmetric `B`, with `B x = b` and `(B + W) y = b`, the loss of bath screening
`b·x - b·y` equals `y·W y + (x - y)·B (x - y)`. -/
theorem screening_loss {b x y : n → ℝ} {B W : Matrix n n ℝ} (hB : B.IsHermitian)
    (hx : B *ᵥ x = b) (hy : (B + W) *ᵥ y = b) :
    b ⬝ᵥ x - b ⬝ᵥ y = y ⬝ᵥ (W *ᵥ y) + (x - y) ⬝ᵥ (B *ᵥ (x - y)) := by
  have hBt : Bᵀ = B := (conjTranspose_eq_transpose_of_trivial B).symm.trans hB.eq
  have sym : x ⬝ᵥ (B *ᵥ y) = y ⬝ᵥ (B *ᵥ x) := by
    rw [dotProduct_mulVec, ← mulVec_transpose, hBt, dotProduct_comm]
  have hWy : W *ᵥ y = B *ᵥ x - B *ᵥ y := by
    rw [hx, ← hy, add_mulVec]
    abel
  rw [hWy, ← hx, dotProduct_comm (B *ᵥ x) x, dotProduct_comm (B *ᵥ x) y, mulVec_sub]
  simp only [dotProduct_sub, sub_dotProduct]
  linarith

/-- For a positive definite site-bath matrix, `U ≥ 0` and `W` positive semidefinite, scalar
inversion never underestimates the on-site `U`, and is exact if and only if `W B⁻¹ b = 0`. -/
theorem interacting_bath_inflates_U {a U : ℝ} {b : n → ℝ} {B W : Matrix n n ℝ}
    (hA : (siteBath a b B).PosDef) (hU : 0 ≤ U) (hW : W.PosSemidef) :
    U ≤ scalarU (siteBath a b B) (siteBath U 0 W) ∧
      (scalarU (siteBath a b B) (siteBath U 0 W) = U ↔ W *ᵥ (B⁻¹ *ᵥ b) = 0) := by
  have hB := bath_posDef hA
  have solve : ∀ M : Matrix n n ℝ, M.PosDef → M *ᵥ (M⁻¹ *ᵥ b) = b := fun M hM => by
    rw [mulVec_mulVec, mul_nonsing_inv _ hM.det_pos.ne'.isUnit, one_mulVec]
  have hx := solve B hB
  have hy := solve (B + W) (hB.add_posSemidef hW)
  generalize B⁻¹ *ᵥ b = x at hx ⊢
  generalize (B + W)⁻¹ *ᵥ b = y at hy
  have e := scalarU_eq hA hU hW hx hy
  have l := screening_loss hB.isHermitian hx hy
  have h1 : 0 ≤ y ⬝ᵥ (W *ᵥ y) := by
    simpa only [star_trivial] using hW.dotProduct_mulVec_nonneg y
  have h2 : 0 ≤ (x - y) ⬝ᵥ (B *ᵥ (x - y)) := by
    simpa only [star_trivial] using hB.posSemidef.dotProduct_mulVec_nonneg (x - y)
  refine ⟨by linarith, fun h => ?_, fun h => ?_⟩
  · -- no inflation forces the two bath relaxations to coincide
    have hd : x - y = 0 := by
      by_contra hne
      have h3 := hB.dotProduct_mulVec_pos hne
      rw [star_trivial] at h3
      linarith
    rw [← sub_eq_zero.1 hd, add_mulVec, hx] at hy
    simpa using hy
  · -- the bare relaxation also solves the interacting bath equation
    have hx' : (B + W) *ᵥ x = b := by rw [add_mulVec, hx, h, add_zero]
    rw [scalarU_eq hA hU hW hx hx']
    ring

end

end HubbardLinearResponse
```

```lean
#print axioms HubbardLinearResponse.matrix_inversion_exact
#print axioms HubbardLinearResponse.interacting_bath_inflates_U
```

```
'HubbardLinearResponse.matrix_inversion_exact' depends on axioms: [propext, Classical.choice, Quot.sound]
'HubbardLinearResponse.interacting_bath_inflates_U' depends on axioms: [propext, Classical.choice, Quot.sound]
```

## What the Lean statements say

The index type `Unit ⊕ n` consists of one site, `Sum.inl ()`, which is index 0 above, and the bath orbitals `Sum.inr i`, where `n` is any finite type and may be empty. The function `siteBath` builds the block matrix, so \(A\) is `siteBath a b B` and \(K\) is `siteBath U 0 W`. The zero in the second expression is the absent site–bath interaction.

`response A K` is \(-(A+K)^{-1}\), and `response A 0` is the bare response. `scalarU` is computed from the on-site elements of these two matrices; its definition does not single out \(U\). The sign convention is that of a stable system, where raising the potential on an orbital lowers its occupation.

The theorem `interacting_bath_inflates_U` takes three hypotheses: `(siteBath a b B).PosDef`, `0 ≤ U` and `W.PosSemidef`. Over the real numbers, both matrix conditions include symmetry. Its conclusion is the inequality together with the equivalence between equality and `W *ᵥ (B⁻¹ *ᵥ b) = 0`, where `*ᵥ` is the product of a matrix and a vector. The separate theorem `matrix_inversion_exact` concerns any finite index type and any \(K\), symmetric or not, under the two invertibility hypotheses.

## How the lemmas carry the argument

`matrix_inversion_exact` first shows that the inverse of \(-M^{-1}\) is \(-M\), then applies this to \(A\) and to \(A+K\) and subtracts.

`eliminate_bath` is the block elimination. Its step `hv` checks, site row and bath rows separately, that \((1,-x)\) is mapped to \((s,0)\). Step `h` multiplies by the inverse, and `h0` reads off the site entry. That equation also shows that the on-site element is nonzero, so the division is legitimate.

`bath_posDef` obtains positive definiteness of \(B\) by testing \(A\) on vectors whose site entry is zero.

`scalarU_eq` shows that \(K\) is positive semidefinite by splitting its quadratic form into \(U v_0^2\), with \(v_0\) the site entry of the test vector, and the bath term. It then identifies \(A+K\) as a site–bath matrix in `hsum`, and uses `eliminate_bath` twice. The result is \(U+b\cdot x-b\cdot y\).

`screening_loss` is the identity for the excess. Symmetry of \(B\) enters through `sym`, and `hWy` is the difference of the two bath equations.

The main theorem takes \(x=B^{-1}b\) and \(y=(B+W)^{-1}b\), and the `generalize` steps then keep only the linear equations that these vectors satisfy. The two nonnegative terms are `h1` and `h2`, from which `linarith` obtains the bound. For the forward direction of the equivalence, a nonzero \(x-y\) would make the second term strictly positive, which contradicts equality. For the reverse direction, `scalarU_eq` is applied with \(x\) in both roles.

## Which response calculations satisfy the hypotheses

Positive definiteness of \(A\) is assumed, not derived from an electronic Hamiltonian. It stands for a bare response that is invertible and stable, so that every nonzero potential pattern \(v\) on the chosen orbitals changes their occupations by some \(\delta n\) with \(v\cdot\delta n<0\). Individual occupations may still rise or fall. At fixed electron number, a uniform potential shift changes no occupation. If the chosen orbitals form an orthonormal basis of the whole one-electron space, \(\chi_0\) is therefore singular and no such \(A\) exists.

The condition on \(W\) says that no rearrangement of bath occupations lowers the interaction energy at second order. The Hartree part favours this, but an attractive exchange–correlation contribution can spoil it. Positive definiteness of \(A+K\) is not enough in its place: in the one-orbital example with \(U=1\), changing \(w\) to \(-1/4\) keeps \(A+K\) positive definite and gives \(U_{\mathrm{sc}}=2/3\).

The absence of site–bath interaction also matters. If \(A\) is the \(2\times2\) identity and every entry of \(K\) is 1, then \(K\) is positive semidefinite and its site entry is \(U=1\), but \(U_{\mathrm{sc}}=3/2-1=1/2\). Positive semidefiniteness of the whole interaction therefore does not suffice for the bound. A calculation with appreciable intersite terms may err in either direction.

The "true" \(U\) here is the site entry of the model's interaction matrix. Whether that number is a good Hubbard parameter for a material depends on the choice of localized orbitals and on the functional, about which the theorems say nothing. They also concern real matrices and exact linear response, so finite potential shifts, incomplete self-consistency and rounding add errors of their own, which can have either sign.
